# Rotation-covariant s–p hopping equals one number times the unit bond direction

In a two-centre Slater–Koster tight-binding model, at a fixed bond length, the three hopping integrals between an s orbital and the p orbitals of a neighbour are a single number times the three direction cosines of the bond. That number suffices whenever the hopping integrals turn along with the bond, which is the hypothesis of the theorems below.

```lean
import Mathlib

open Matrix

namespace SlaterKosterSP

noncomputable section

/-- Vectors in real three-dimensional space; the components of a hopping vector refer to the
orbitals p_x, p_y, p_z. -/
abbrev Vec := Fin 3 → ℝ

/-- A proper rotation: a real orthogonal 3x3 matrix of determinant 1. -/
def IsRotation (R : Matrix (Fin 3) (Fin 3) ℝ) : Prop :=
  Rᵀ * R = 1 ∧ R.det = 1

/-- The s-p hopping vector `f d`, a function of the unit bond direction `d`, turns along with
the bond under every proper rotation. -/
def IsCovariant (f : Vec → Vec) : Prop :=
  ∀ R, IsRotation R → ∀ d : Vec, d ⬝ᵥ d = 1 → f (R *ᵥ d) = R *ᵥ f d

/-- The rotation by 180 degrees about the axis `n`, for nonzero `n`. -/
def halfTurn (n : Vec) : Matrix (Fin 3) (Fin 3) ℝ :=
  (2 / (n ⬝ᵥ n)) • vecMulVec n n - 1

/-- The unit vector along z. -/
def zAxis : Vec := ![0, 0, 1]

/-- The length of a bond vector. -/
def bondLength (r : Vec) : ℝ := √(r ⬝ᵥ r)

/-- An orthogonal matrix preserves the scalar product of a vector with itself. -/
theorem orthogonal_dot {Q : Matrix (Fin 3) (Fin 3) ℝ} (hQ : Qᵀ * Q = 1) (v : Vec) :
    (Q *ᵥ v) ⬝ᵥ (Q *ᵥ v) = v ⬝ᵥ v := by
  rw [Matrix.dotProduct_mulVec, ← Matrix.mulVec_transpose, Matrix.mulVec_mulVec, hQ,
    Matrix.one_mulVec]

/-- The half-turn about `n` sends `v` to twice its projection on `n`, minus `v`,
for nonzero `n`. -/
theorem halfTurn_mulVec (n v : Vec) :
    halfTurn n *ᵥ v = (2 * (n ⬝ᵥ v) / (n ⬝ᵥ n)) • n - v := by
  rw [halfTurn, Matrix.sub_mulVec, Matrix.one_mulVec]
  ext i
  simp only [Pi.sub_apply, Pi.smul_apply, smul_eq_mul, Matrix.mulVec, dotProduct,
    Fin.sum_univ_three, Matrix.smul_apply, vecMulVec_apply]
  ring

/-- The half-turn about a nonzero axis is a proper rotation. -/
theorem halfTurn_isRotation {n : Vec} (hn : n ≠ 0) : IsRotation (halfTurn n) := by
  have hs : n ⬝ᵥ n ≠ 0 := fun h => hn (dotProduct_self_eq_zero.mp h)
  have hc : 2 / (n ⬝ᵥ n) * (n ⬝ᵥ n) = 2 := div_mul_cancel₀ _ hs
  unfold IsRotation halfTurn
  generalize 2 / (n ⬝ᵥ n) = c at hc ⊢
  constructor
  · -- the dyad n nᵀ is symmetric and proportional to its own square
    have hT : (vecMulVec n n)ᵀ = vecMulVec n n := by
      ext i j
      simp only [Matrix.transpose_apply, vecMulVec_apply]
      ring
    have hM : vecMulVec n n * vecMulVec n n = (n ⬝ᵥ n) • vecMulVec n n := by
      ext i j
      simp only [Matrix.mul_apply, vecMulVec_apply, Matrix.smul_apply, smul_eq_mul,
        dotProduct, Fin.sum_univ_three]
      ring
    have h2 : c * c * (n ⬝ᵥ n) = 2 * c := by linear_combination c * hc
    rw [Matrix.transpose_sub, Matrix.transpose_smul, Matrix.transpose_one, hT]
    calc (c • vecMulVec n n - 1) * (c • vecMulVec n n - 1)
        = (c * c) • (vecMulVec n n * vecMulVec n n) - (2 * c) • vecMulVec n n + 1 := by
          simp only [sub_mul, mul_sub, Matrix.smul_mul, Matrix.mul_smul, one_mul, mul_one]
          module
      _ = 1 := by rw [hM, smul_smul, h2, sub_self, zero_add]
  · simp only [dotProduct, Fin.sum_univ_three] at hc
    rw [Matrix.det_fin_three]
    simp only [Matrix.sub_apply, Matrix.smul_apply, vecMulVec_apply, Matrix.one_apply,
      smul_eq_mul, Fin.reduceEq, reduceIte]
    linear_combination hc

/-- Covariance under proper rotations forces the hopping vector to be a real multiple (possibly
negative or zero) of the unit bond direction. -/
theorem covariant_axial {f : Vec → Vec} (hf : IsCovariant f) {d : Vec} (hd : d ⬝ᵥ d = 1) :
    f d = (d ⬝ᵥ f d) • d := by
  have hn : d ≠ 0 := by
    rintro rfl
    simp at hd
  -- the half-turn about the bond leaves d, hence f d, unchanged
  have h := hf _ (halfTurn_isRotation hn) d hd
  have e : halfTurn d *ᵥ d = d := by
    rw [halfTurn_mulVec, hd]
    module
  rw [e, halfTurn_mulVec, hd] at h
  ext i
  have hi := congrFun h i
  simp only [Pi.sub_apply, Pi.smul_apply, smul_eq_mul] at hi ⊢
  linear_combination hi / 2

/-- Every unit bond direction is obtained from the z axis by a proper rotation. -/
theorem exists_rotation_zAxis {d : Vec} (hd : d ⬝ᵥ d = 1) :
    ∃ R, IsRotation R ∧ R *ᵥ zAxis = d := by
  have z0 : zAxis 0 = 0 := rfl
  have z1 : zAxis 1 = 0 := rfl
  have z2 : zAxis 2 = 1 := rfl
  simp only [dotProduct, Fin.sum_univ_three] at hd
  by_cases h : d 2 = -1
  · -- the opposite direction is reached by a half-turn about x
    have h0 : d 0 = 0 := by nlinarith [mul_self_nonneg (d 0), mul_self_nonneg (d 1)]
    have h1 : d 1 = 0 := by nlinarith [mul_self_nonneg (d 0), mul_self_nonneg (d 1)]
    refine ⟨halfTurn ![1, 0, 0], halfTurn_isRotation ?_, ?_⟩
    · intro hx
      have := congrFun hx 0
      simp at this
    · rw [halfTurn_mulVec]
      ext i
      fin_cases i <;> simp [zAxis, dotProduct, Fin.sum_univ_three, h0, h1, h]
  · -- otherwise turn about the bisector of z and d
    have e1 : (zAxis + d) ⬝ᵥ zAxis = 1 + d 2 := by
      simp only [dotProduct, Fin.sum_univ_three, Pi.add_apply, z0, z1, z2]
      ring
    have e2 : (zAxis + d) ⬝ᵥ (zAxis + d) = 2 * (1 + d 2) := by
      simp only [dotProduct, Fin.sum_univ_three, Pi.add_apply, z0, z1, z2]
      linear_combination hd
    have hne : 1 + d 2 ≠ 0 := fun h' => h (by linarith)
    refine ⟨halfTurn (zAxis + d), halfTurn_isRotation ?_, ?_⟩
    · intro hx
      rw [hx, zero_dotProduct] at e1
      exact hne e1.symm
    · rw [halfTurn_mulVec, e1, e2, div_self (mul_ne_zero two_ne_zero hne), one_smul,
        add_sub_cancel_left]

/-- One-parameter theorem for s-p hopping: the hopping vector is covariant under all proper
rotations if and only if it is one fixed real number `V` times the unit bond direction. -/
theorem covariant_iff {f : Vec → Vec} :
    IsCovariant f ↔ ∃ V : ℝ, ∀ d : Vec, d ⬝ᵥ d = 1 → f d = V • d := by
  constructor
  · intro hf
    have hz : zAxis ⬝ᵥ zAxis = 1 := by simp [zAxis, dotProduct, Fin.sum_univ_three]
    refine ⟨zAxis ⬝ᵥ f zAxis, fun d hd => ?_⟩
    -- carry the value on the z axis to the direction d
    obtain ⟨R, hR, hRz⟩ := exists_rotation_zAxis hd
    calc f d = f (R *ᵥ zAxis) := by rw [hRz]
      _ = R *ᵥ f zAxis := hf R hR _ hz
      _ = R *ᵥ ((zAxis ⬝ᵥ f zAxis) • zAxis) :=
        congrArg (fun v => R *ᵥ v) (covariant_axial hf hz)
      _ = (zAxis ⬝ᵥ f zAxis) • d := by rw [Matrix.mulVec_smul, hRz]
  · rintro ⟨V, hV⟩ R hR d hd
    rw [hV _ ((orthogonal_dot hR.1 d).trans hd), hV d hd, Matrix.mulVec_smul]

/-- A hopping vector covariant under proper rotations is covariant under every orthogonal
matrix, reflections and inversion included. -/
theorem covariant_orthogonal {f : Vec → Vec} (hf : IsCovariant f)
    {Q : Matrix (Fin 3) (Fin 3) ℝ} (hQ : Qᵀ * Q = 1) {d : Vec} (hd : d ⬝ᵥ d = 1) :
    f (Q *ᵥ d) = Q *ᵥ f d := by
  obtain ⟨V, hV⟩ := covariant_iff.mp hf
  rw [hV _ ((orthogonal_dot hQ d).trans hd), hV d hd, Matrix.mulVec_smul]

/-- Hopping that depends on the whole nonzero bond vector `r` is covariant under proper
rotations if and only if it is a function of the bond length times the unit vector along `r`. -/
theorem covariant_bond_iff {f : Vec → Vec} :
    (∀ R, IsRotation R → ∀ r : Vec, r ≠ 0 → f (R *ᵥ r) = R *ᵥ f r) ↔
      ∃ V : ℝ → ℝ, ∀ r : Vec, r ≠ 0 →
        f r = V (bondLength r) • ((bondLength r)⁻¹ • r) := by
  constructor
  · intro hf
    -- on each sphere of radius ρ the one-parameter theorem applies
    have h : ∀ ρ : ℝ, ∃ V : ℝ, 0 < ρ → ∀ d : Vec, d ⬝ᵥ d = 1 → f (ρ • d) = V • d := by
      intro ρ
      by_cases hρ : 0 < ρ
      · have hg : IsCovariant (fun d => f (ρ • d)) := by
          intro R hR d hd
          have hn : d ≠ 0 := by
            rintro rfl
            simp at hd
          change f (ρ • (R *ᵥ d)) = R *ᵥ f (ρ • d)
          rw [← Matrix.mulVec_smul]
          exact hf R hR _ (smul_ne_zero hρ.ne' hn)
        obtain ⟨V, hV⟩ := covariant_iff.mp hg
        exact ⟨V, fun _ => hV⟩
      · exact ⟨0, fun h' => absurd h' hρ⟩
    choose V hV using h
    refine ⟨V, fun r hr => ?_⟩
    have hnn : 0 ≤ r ⬝ᵥ r := Finset.sum_nonneg fun i _ => mul_self_nonneg (r i)
    have hs : r ⬝ᵥ r ≠ 0 := fun h => hr (dotProduct_self_eq_zero.mp h)
    have hρ : 0 < bondLength r := Real.sqrt_pos.mpr (lt_of_le_of_ne hnn hs.symm)
    have hsq : bondLength r * bondLength r = r ⬝ᵥ r := Real.mul_self_sqrt hnn
    have hu : ((bondLength r)⁻¹ • r) ⬝ᵥ ((bondLength r)⁻¹ • r) = 1 := by
      rw [smul_dotProduct, dotProduct_smul, smul_eq_mul, smul_eq_mul, ← hsq]
      have := hρ.ne'
      field_simp
    have key := hV _ hρ _ hu
    rwa [smul_smul, mul_inv_cancel₀ hρ.ne', one_smul] at key
  · rintro ⟨V, hV⟩ R hR r hr
    have hdot := orthogonal_dot hR.1 r
    have hne : R *ᵥ r ≠ 0 := by
      intro h0
      rw [h0, zero_dotProduct] at hdot
      exact hr (dotProduct_self_eq_zero.mp hdot.symm)
    have hl : bondLength (R *ᵥ r) = bondLength r := by
      unfold bondLength
      rw [hdot]
    rw [hV _ hne, hV r hr, hl, Matrix.mulVec_smul, Matrix.mulVec_smul]

end

end SlaterKosterSP
```

```lean
#print axioms SlaterKosterSP.covariant_iff
-- 'SlaterKosterSP.covariant_iff' depends on axioms: [propext, Classical.choice, Quot.sound]
#print axioms SlaterKosterSP.covariant_orthogonal
-- 'SlaterKosterSP.covariant_orthogonal' depends on axioms: [propext, Classical.choice, Quot.sound]
#print axioms SlaterKosterSP.covariant_bond_iff
-- 'SlaterKosterSP.covariant_bond_iff' depends on axioms: [propext, Classical.choice, Quot.sound]
```

## Three integrals and one constant

Place an s orbital at the origin and the orbitals \(p_x, p_y, p_z\) on a second atom, at a fixed distance in the unit direction \(d\). The three hopping integrals form a vector

\[
f_i(d) = \langle s\,|\,H_d\,|\,p_i, d\rangle ,
\]

where \(H_d\) is the Hamiltonian of the pair. Let \(U\) be the operator that rotates the whole pair by \(R\). It leaves the s orbital alone, mixes the p orbitals like vector components, \(U|p_i,d\rangle=\sum_j R_{ji}|p_j,Rd\rangle\), and turns \(H_d\) into \(H_{Rd}\). Hence \(f(d)=R^{T}f(Rd)\), or

\[
f(Rd) = R\,f(d).
\]

This is `IsCovariant`, required for every proper rotation and every unit \(d\). The theorem `covariant_iff` says that it holds exactly when there is one real \(V\) with \(f(d)=Vd\) for all unit \(d\). No continuity or linearity of \(f\) is assumed.

The constant \(V\) is the integral usually written \(V_{sp\sigma}\): the coupling of s to \(p_z\) when the bond points along z. It carries the radial shape of the orbitals, the potential and the bond length. Its sign belongs to a direction \(d\) that runs from the s atom to the p atom; if \(d\) is stored the other way round, the same integrals are \(-Vd\).

The step from this model to a material is the covariance itself. It holds in the two-centre approximation, where \(H_d\) contains only the two atoms, taken as spherical. The potential of a third atom can break it. Within that approximation, the result gives the s–p entries of the Slater–Koster table used in electronic-structure codes; the p–p block needs two constants and an argument of its own.

## How the Lean objects correspond

A `Vec` is a triple of real numbers with indices 0, 1, 2 for x, y, z, so `d 2` is the z component. It serves both for directions in space and for the hopping vector. Unit length is written `d ⬝ᵥ d = 1`. `IsRotation R` means \(R^TR=1\) and \(\det R=1\), so reflections and inversion are not assumed to be symmetries. The letter \(R\) is always a rotation here, never a bond vector, and \(n\) is a rotation axis, not a direction cosine. The function `f` is defined on all vectors, but `covariant_iff` constrains it only on the unit sphere.

## Half-turns do all the work

The half-turn about a nonzero axis \(n\) is

\[
R_n=\frac{2\,nn^T}{n\cdot n}-1,\qquad R_n v=\frac{2\,(n\cdot v)}{n\cdot n}\,n-v .
\]

With \(P=nn^T/(n\cdot n)\) we have \(P^T=P\) and \(P^2=P\), so \(R_n^TR_n=(2P-1)^2=4P-4P+1=1\). The eigenvalues are \(1,-1,-1\), so the determinant is 1. `halfTurn_isRotation` does the same with \(c=2/(n\cdot n)\), except that it finds the determinant by expanding the 3×3 matrix, which gives \(c\,(n\cdot n)-1=1\).

**The hopping vector lies along the bond.** The half-turn about \(d\) leaves \(d\) in place, so covariance gives

\[
f(d)=f(R_d\,d)=R_d\,f(d)=2\,(d\cdot f(d))\,d-f(d),
\]

and therefore \(f(d)=(d\cdot f(d))\,d\). An s orbital has no coupling to a p orbital perpendicular to the bond. This is `covariant_axial`; its last line divides the equation by 2, component by component.

**The coefficient is the same for all directions.** Let \(z\) be the unit vector along the z axis. If \(d\neq -z\), take \(n=z+d\). Then \(n\cdot z=1+d_z\) and \(n\cdot n=2(1+d_z)\neq 0\), so

\[
R_n z=(z+d)-z=d .
\]

If \(d=-z\), the half-turn about x takes \(z\) to \(d\). These are the two cases of `exists_rotation_zAxis`. Now set \(V=z\cdot f(z)\), so that \(f(z)=Vz\). For a rotation with \(Rz=d\),

\[
f(d)=f(Rz)=Rf(z)=V\,Rz=Vd ,
\]

which is the `calc` chain in `covariant_iff`.

**Conversely**, suppose \(f(d)=Vd\) on the unit sphere. By `orthogonal_dot`, \(Rd\) is again a unit vector, so \(f(Rd)=V\,Rd=R(Vd)=Rf(d)\).

## Reflections and bond length

The converse used only that \(R\) preserves length. `covariant_orthogonal` therefore extends covariance to every orthogonal matrix; inversion, for example, gives \(f(-d)=-f(d)\).

`covariant_bond_iff` lets the hopping depend on the whole nonzero bond vector \(r\). Covariance then holds exactly when

\[
f(r)=V(|r|)\,\frac{r}{|r|}
\]

for some real function \(V\) of the length. For each radius \(\rho>0\), the map \(d\mapsto f(\rho d)\) is covariant on the unit sphere and so has its own constant \(V(\rho)\). The tactic `choose` collects these constants into a function, and setting \(\rho=|r|\), \(d=r/|r|\) gives the formula. The converse holds because a rotation changes neither \(|r|\) nor the fact that \(r\neq0\). Rotations do not link different radii, so symmetry says nothing about how \(V\) decays with distance.

## A bond along (1, 2, 2)

Take \(V=1.8\) eV, a value chosen for easy arithmetic, and \(d=(1,2,2)/3\). The theorem gives \(f(d)=(0.6,\,1.2,\,1.2)\) eV.

The rotation gives the same result. The axis \(z+d\) is parallel to \((1,2,5)\), whose square is 30, so

\[
R=\frac1{15}\begin{pmatrix}-14&2&5\\2&-11&10\\5&10&10\end{pmatrix}.
\]

Its third column is \(d\), and applying \(R\) to \(f(z)=(0,0,1.8)\) eV returns \((0.6,\,1.2,\,1.2)\) eV.
